# For the potential W² − W′, the Darboux map ψ′ + Wψ multiplies equal-energy Wronskians by E

A solution is taken here to be a complex-valued function on the whole real line that is twice differentiable and satisfies the Schrödinger equation at every point. Neither normalisability nor a boundary condition is required, so plane waves qualify. The superpotential $W$ and the energy $E$ may also be complex; real ones are a special case. Units are chosen so that $\hbar^2/2m=1$.

```lean
import Mathlib

open Complex

namespace DarbouxWronskian

noncomputable section
```

This loads Mathlib, Lean's mathematical library, and lets `I` stand for the imaginary unit $i$.

## The equation, the map and the Wronskian

```lean
/-- The function `ψ` is twice differentiable and solves `-ψ'' + (W² - W') ψ = E ψ` on the line. -/
def IsSolution (W : ℝ → ℂ) (E : ℂ) (ψ : ℝ → ℂ) : Prop :=
  Differentiable ℝ ψ ∧ Differentiable ℝ (deriv ψ) ∧
    ∀ x, -deriv (deriv ψ) x + (W x ^ 2 - deriv W x) * ψ x = E * ψ x
```

`IsSolution W E ψ` has three parts: $\psi$ is differentiable, $\psi'$ is differentiable, and
$$-\psi''+(W^2-W')\psi=E\psi$$
holds at every $x$. The type `ℝ → ℂ` means a complex function of a real variable. Lean's `deriv` returns $0$ where no derivative exists, so the theorems about a general $W$ also assume that $W$ is differentiable.

Writing the potential as $W^2-W'$ fixes the zero of energy, and $E$ is measured from there.

```lean
/-- The Darboux map with superpotential `W` sends `ψ` to `ψ' + W ψ`. -/
def darboux (W ψ : ℝ → ℂ) (x : ℝ) : ℂ := deriv ψ x + W x * ψ x
```

The image of $\psi$ is $\varphi=\psi'+W\psi$.

```lean
/-- The Wronskian `f g' - f' g` of two functions on the line. -/
def wronskian (f g : ℝ → ℂ) (x : ℝ) : ℂ := f x * deriv g x - deriv f x * g x
```

The Wronskian is $\operatorname{Wr}(f,g)=fg'-f'g$. The opposite ordering would change the sign on both sides of the main identity.

## The slope of an image

```lean
/-- Auxiliary step: the slope of a Darboux image, with the second derivative eliminated by the
Schrödinger equation. -/
lemma hasDerivAt_darboux {W ψ : ℝ → ℂ} {E : ℂ} (hW : Differentiable ℝ W)
    (h : IsSolution W E ψ) (x : ℝ) :
    HasDerivAt (darboux W ψ) (W x * darboux W ψ x - E * ψ x) x := by
  have h1 := (h.2.1 x).hasDerivAt.fun_add ((hW x).hasDerivAt.fun_mul (h.1 x).hasDerivAt)
  refine HasDerivAt.congr_deriv h1 ?_
  simp only [darboux]
  linear_combination -(h.2.2 x)
```

`HasDerivAt f d x` says that $f$ is differentiable at $x$ with derivative $d$. By hand, the product rule gives $\varphi'=\psi''+W'\psi+W\psi'$, and the equation gives $\psi''=(W^2-W'-E)\psi$. The terms in $W'$ cancel:
$$\varphi'=W^2\psi+W\psi'-E\psi=W\varphi-E\psi.$$
In Lean, `h1` is the product rule, and `linear_combination` subtracts the Schrödinger equation and checks the remaining algebra.

The sign of $W'$ is easily mixed up at this point. With the potential $W^2+W'$ and the same map, the terms in $W'$ would add, and the Wronskian would be multiplied by $E-2W'(x)$ instead of $E$.

## From two energies to one

```lean
/-- The Wronskian of the Darboux images of two solutions with energies `E₁` and `E₂`, expressed
through the original solutions. -/
theorem wronskian_darboux_two_energies {W ψ₁ ψ₂ : ℝ → ℂ} {E₁ E₂ : ℂ}
    (hW : Differentiable ℝ W) (h₁ : IsSolution W E₁ ψ₁) (h₂ : IsSolution W E₂ ψ₂) (x : ℝ) :
    wronskian (darboux W ψ₁) (darboux W ψ₂) x =
      E₁ * (ψ₁ x * deriv ψ₂ x) - E₂ * (deriv ψ₁ x * ψ₂ x)
        + (E₁ - E₂) * W x * ψ₁ x * ψ₂ x := by
  unfold wronskian
  rw [(hasDerivAt_darboux hW h₁ x).deriv, (hasDerivAt_darboux hW h₂ x).deriv]
  simp only [darboux]
  ring
```

Let $\psi_1,\psi_2$ have energies $E_1,E_2$ and images $\varphi_1,\varphi_2$. Inserting the slopes gives
$$\varphi_1(W\varphi_2-E_2\psi_2)-(W\varphi_1-E_1\psi_1)\varphi_2=E_1\psi_1\varphi_2-E_2\varphi_1\psi_2.$$
Expanding the images turns this into
$$E_1\psi_1\psi_2'-E_2\psi_1'\psi_2+(E_1-E_2)W\psi_1\psi_2.$$
The `rw` line inserts the two slopes, and `ring` does the expansion.

```lean
/-- For two solutions at the same energy `E`, the Darboux map multiplies the Wronskian by `E`. -/
theorem wronskian_darboux {W ψ₁ ψ₂ : ℝ → ℂ} {E : ℂ}
    (hW : Differentiable ℝ W) (h₁ : IsSolution W E ψ₁) (h₂ : IsSolution W E ψ₂) (x : ℝ) :
    wronskian (darboux W ψ₁) (darboux W ψ₂) x = E * wronskian ψ₁ ψ₂ x := by
  rw [wronskian_darboux_two_energies hW h₁ h₂ x]
  unfold wronskian
  ring
```

For $E_1=E_2=E$ the last term vanishes, leaving
$$\operatorname{Wr}(\varphi_1,\varphi_2)=E\,\operatorname{Wr}(\psi_1,\psi_2)$$
at every $x$. The proof specialises the previous theorem in the same way.

## Linear independence at nonzero energy

```lean
/-- If a linear combination of two functions vanishes everywhere, the same combination of their
derivatives vanishes at any point where both functions are differentiable. -/
lemma combination_deriv_zero {f g : ℝ → ℂ} {s t f' g' : ℂ} {x : ℝ}
    (hz : ∀ y, s * f y + t * g y = 0) (hf : HasDerivAt f f' x) (hg : HasDerivAt g g' x) :
    s * f' + t * g' = 0 := by
  have h : HasDerivAt (fun y => s * f y + t * g y) (s * f' + t * g') x :=
    (hf.const_mul s).fun_add (hg.const_mul t)
  have h0 : (fun y => s * f y + t * g y) = fun _ => (0 : ℂ) := funext hz
  rw [h0] at h
  exact h.unique (hasDerivAt_const x (0 : ℂ))
```

If $sf+tg=0$ everywhere, then $sf'+tg'=0$ at any point where $f$ and $g$ are both differentiable. The proof computes the derivative of the combination twice, once by linearity and once as that of the zero function, and uses the uniqueness of derivatives.

```lean
/-- At nonzero energy, the Darboux images of two solutions are linearly independent exactly when
the solutions themselves are. -/
theorem linearIndependent_darboux_iff {W ψ₁ ψ₂ : ℝ → ℂ} {E : ℂ} (hE : E ≠ 0)
    (hW : Differentiable ℝ W) (h₁ : IsSolution W E ψ₁) (h₂ : IsSolution W E ψ₂) :
    LinearIndependent ℂ ![darboux W ψ₁, darboux W ψ₂] ↔ LinearIndependent ℂ ![ψ₁, ψ₂] := by
  rw [LinearIndependent.pair_iff, LinearIndependent.pair_iff]
  constructor
  · -- the Darboux map is linear, so it carries a relation between solutions to their images
    intro h s t hst
    have hz : ∀ y, s * ψ₁ y + t * ψ₂ y = 0 := fun y => congrFun hst y
    apply h s t
    funext x
    have hd := combination_deriv_zero hz (h₁.1 x).hasDerivAt (h₂.1 x).hasDerivAt
    change s * darboux W ψ₁ x + t * darboux W ψ₂ x = 0
    simp only [darboux]
    linear_combination hd + W x * hz x
  · -- differentiating a relation between images returns `E` times that between solutions
    intro h s t hst
    have hz : ∀ y, s * darboux W ψ₁ y + t * darboux W ψ₂ y = 0 := fun y => congrFun hst y
    apply h s t
    funext x
    have hd := combination_deriv_zero hz (hasDerivAt_darboux hW h₁ x)
      (hasDerivAt_darboux hW h₂ x)
    change s * ψ₁ x + t * ψ₂ x = 0
    apply mul_left_cancel₀ hE
    linear_combination W x * hz x - hd
```

`LinearIndependent ℂ ![ψ₁, ψ₂]` says that $s\psi_1+t\psi_2=0$, as an identity between functions with complex constants $s,t$, forces $s=t=0$. The theorem states that for $E\neq0$ the images are independent exactly when the solutions are.

Suppose first that the images are independent and $s\psi_1+t\psi_2=0$. Differentiating, then adding $W$ times the original relation, gives $s\varphi_1+t\varphi_2=0$, hence $s=t=0$. This half does not use $E\neq0$.

Now suppose that the solutions are independent and $s\varphi_1+t\varphi_2=0$. Differentiating and inserting the slopes gives
$$0=W(s\varphi_1+t\varphi_2)-E(s\psi_1+t\psi_2)=-E(s\psi_1+t\psi_2).$$
Dividing by $E$, which is the step `mul_left_cancel₀ hE`, leaves a relation between the solutions, so again $s=t=0$. The argument works with the relations directly and needs no uniqueness theorem for the differential equation.

For a single particle in one dimension, the map therefore carries an independent pair of scattering solutions at nonzero energy to an independent pair.

## What happens at zero energy

```lean
/-- Explicit first and second derivatives that satisfy the Schrödinger equation pointwise
give a solution. -/
lemma isSolution_of_hasDerivAt {W W' ψ ψ' ψ'' : ℝ → ℂ} {E : ℂ}
    (hW : ∀ x, HasDerivAt W (W' x) x) (h1 : ∀ x, HasDerivAt ψ (ψ' x) x)
    (h2 : ∀ x, HasDerivAt ψ' (ψ'' x) x)
    (heq : ∀ x, -ψ'' x + (W x ^ 2 - W' x) * ψ x = E * ψ x) : IsSolution W E ψ := by
  have e : deriv ψ = ψ' := funext fun x => (h1 x).deriv
  refine ⟨fun x => (h1 x).differentiableAt, ?_, fun x => ?_⟩
  · rw [e]
    exact fun x => (h2 x).differentiableAt
  · rw [e, (h2 x).deriv, (hW x).deriv]
    exact heq x
```

This lemma builds an `IsSolution` from derivatives supplied explicitly, which is convenient for concrete examples.

```lean
lemma hasDerivAt_coe (x : ℝ) : HasDerivAt (fun y : ℝ => (y : ℂ)) 1 x :=
  ((hasDerivAt_id' x).ofReal_comp).congr_deriv Complex.ofReal_one
```

The function $x$, regarded as complex-valued, has derivative $1$.

```lean
/-- For `W = 0` and `E = 0` the functions `1` and `x` are linearly independent solutions whose
Darboux images are linearly dependent. -/
theorem zero_energy_loses_independence :
    IsSolution (fun _ => 0) 0 (fun _ => 1) ∧ IsSolution (fun _ => 0) 0 (fun x => (x : ℂ)) ∧
    LinearIndependent ℂ ![(fun _ => 1 : ℝ → ℂ), fun x => (x : ℂ)] ∧
    ¬ LinearIndependent ℂ
      ![darboux (fun _ => 0) (fun _ => 1), darboux (fun _ => 0) (fun x => (x : ℂ))] := by
  have hc : ∀ (c : ℂ) (x : ℝ), HasDerivAt (fun _ : ℝ => c) 0 x :=
    fun c x => hasDerivAt_const x c
  refine ⟨isSolution_of_hasDerivAt (hc 0) (hc 1) (hc 0) (fun x => by simp),
    isSolution_of_hasDerivAt (hc 0) hasDerivAt_coe (hc 1) (fun x => by simp), ?_, ?_⟩
  · rw [LinearIndependent.pair_iff]
    intro s t h
    have h0 := congrFun h 0
    have h1 := congrFun h 1
    simp at h0 h1
    exact ⟨h0, by linear_combination h1 - h0⟩
  · intro h
    apply h.ne_zero 0
    funext x
    simp [darboux]
```

For $W=0$ and $E=0$ the equation is $-\psi''=0$, solved by $1$ and $x$. Evaluating $s+tx=0$ at $x=0$ and $x=1$ gives $s=t=0$, so they are independent. The map is now plain differentiation, and the images are $0$ and $1$. A pair containing the zero function is dependent, so the equivalence above fails without the condition $E\neq0$. The loss is not special to this example. For any differentiable $W$, the slope formula at $E=0$ reads $\varphi'=W\varphi$, so every image is a constant multiple of $\exp\left(\int_0^x W(y)\,dy\right)$ and any two images are dependent.

## Plane waves and a tanh superpotential

```lean
/-- The superpotential `W(x) = -tanh x`. -/
def kink (x : ℝ) : ℂ := -(Real.tanh x : ℂ)
```

The example takes $W(x)=-\tanh x$.

```lean
/-- The plane wave `exp(i k x)`. -/
def planeWave (k x : ℝ) : ℂ := Complex.exp (I * k * x)
```

The plane wave is $e^{ikx}$ with real $k$.

```lean
lemma hasDerivAt_kink (x : ℝ) : HasDerivAt kink (-((1 - Real.tanh x ^ 2 : ℝ) : ℂ)) x := by
  have ht : HasDerivAt Real.tanh (1 - Real.tanh x ^ 2) x := by
    have hc := (Real.cosh_pos x).ne'
    have h := (Real.hasDerivAt_sinh x).fun_div (Real.hasDerivAt_cosh x) hc
    have e : Real.tanh = fun y => Real.sinh y / Real.cosh y :=
      funext Real.tanh_eq_sinh_div_cosh
    rw [e]
    refine h.congr_deriv ?_
    change _ = 1 - (Real.sinh x / Real.cosh x) ^ 2
    rw [div_pow, eq_sub_iff_add_eq, ← add_div, div_eq_one_iff_eq (pow_ne_zero 2 hc)]
    ring
  exact ht.ofReal_comp.fun_neg
```

This proves $W'=-(1-\tanh^2x)$ by applying the quotient rule to $\sinh x/\cosh x$.

```lean
lemma hasDerivAt_planeWave (k x : ℝ) :
    HasDerivAt (planeWave k) (I * k * planeWave k x) x := by
  have h := ((hasDerivAt_coe x).const_mul (I * (k : ℂ))).cexp
  refine HasDerivAt.congr_deriv h ?_
  simp only [planeWave]
  ring
```

The chain rule gives $(e^{ikx})'=ik\,e^{ikx}$.

```lean
/-- For `W = -tanh x`, the plane wave `exp(i k x)` is a solution at energy `1 + k²`. -/
theorem planeWave_isSolution (k : ℝ) : IsSolution kink (1 + (k : ℂ) ^ 2) (planeWave k) := by
  refine isSolution_of_hasDerivAt hasDerivAt_kink (hasDerivAt_planeWave k)
    (fun x => (hasDerivAt_planeWave k x).const_mul (I * (k : ℂ))) (fun x => ?_)
  simp only [kink]
  push_cast
  linear_combination (-(k : ℂ) ^ 2 * planeWave k x) * Complex.I_sq
```

The potential is constant: $W^2-W'=\tanh^2x+1-\tanh^2x=1$. Since $-\psi''=k^2\psi$ for a plane wave, the energy is $1+k^2$. The proof supplies $i^2=-1$ through `Complex.I_sq`.

```lean
/-- For `W = -tanh x`, the plane waves `exp(± i k x)` are solutions at the common energy
`1 + k²`, and their Darboux images have Wronskian `-2 i k (1 + k²)`. -/
theorem wronskian_darboux_witness (k x : ℝ) :
    Differentiable ℝ kink ∧ IsSolution kink (1 + (k : ℂ) ^ 2) (planeWave k) ∧
    IsSolution kink (1 + (k : ℂ) ^ 2) (planeWave (-k)) ∧
    wronskian (darboux kink (planeWave k)) (darboux kink (planeWave (-k))) x =
      -2 * I * k * (1 + (k : ℂ) ^ 2) := by
  have hW : Differentiable ℝ kink := fun y => (hasDerivAt_kink y).differentiableAt
  have h₂ : IsSolution kink (1 + (k : ℂ) ^ 2) (planeWave (-k)) := by
    simpa using planeWave_isSolution (-k)
  refine ⟨hW, planeWave_isSolution k, h₂, ?_⟩
  -- the two opposite phases cancel
  have hp : planeWave k x * planeWave (-k) x = 1 := by
    unfold planeWave
    rw [← Complex.exp_add, ← Complex.exp_zero]
    congr 1
    push_cast
    ring
  rw [wronskian_darboux hW (planeWave_isSolution k) h₂ x]
  unfold wronskian
  rw [(hasDerivAt_planeWave k x).deriv, (hasDerivAt_planeWave (-k) x).deriv]
  push_cast
  linear_combination (-2 * I * k * (1 + (k : ℂ) ^ 2)) * hp

end

end DarbouxWronskian
```

The waves $e^{ikx}$ and $e^{-ikx}$ share the energy $1+k^2$. Their product is $1$, which is the step `hp`, so their Wronskian is $-ik-ik=-2ik$. The main identity then gives $-2ik(1+k^2)$ for the images. At $k=0$ the two waves coincide and both Wronskians vanish.

The numbers can be checked at $k=1$, $x=0$, where $E=2$, $W=0$ and $W'=-1$. There $\psi_1=\psi_2=1$, $\psi_1'=i$, $\psi_2'=-i$ and $\psi_1''=\psi_2''=-1$. The images are $\varphi_1=i$ and $\varphi_2=-i$, and both slopes are $\psi''+W'\psi+W\psi'=-2$. Hence
$$\operatorname{Wr}(\varphi_1,\varphi_2)=i(-2)-(-2)(-i)=-4i,$$
which is $E=2$ times the original Wronskian $-2i$.

```lean
#print axioms DarbouxWronskian.wronskian_darboux
#print axioms DarbouxWronskian.linearIndependent_darboux_iff
#print axioms DarbouxWronskian.zero_energy_loses_independence
#print axioms DarbouxWronskian.planeWave_isSolution
```

```
'DarbouxWronskian.wronskian_darboux' depends on axioms: [propext, Classical.choice, Quot.sound]
'DarbouxWronskian.linearIndependent_darboux_iff' depends on axioms: [propext, Classical.choice, Quot.sound]
'DarbouxWronskian.zero_energy_loses_independence' depends on axioms: [propext, Classical.choice, Quot.sound]
'DarbouxWronskian.planeWave_isSolution' depends on axioms: [propext, Classical.choice, Quot.sound]
```
